# Euclidean-norm bound on the data vector produced by a unit-norm discretised spectrum

The lemma `l2_mulVec_le` concerns a finite real matrix `E` with `M` rows and `N` columns, acting on a discretised spectrum `s` to give a data vector. If every entry of `E` has absolute value at most `δ`, with `δ` non-negative, and `s` has Euclidean norm 1, then the Euclidean norm of `E *ᵥ s` is at most √(MN) δ. The components of `s` may have either sign, and the normalisation is of the sum of their squares, not of their sum. The proof bounds each component of the data vector by the Cauchy–Schwarz inequality, sums the squares over the rows and then compares the norms themselves.

The failing Lean file:

```lean
import Mathlib

open Matrix

namespace MatsubaraKernelCompression

noncomputable section

variable {M N : ℕ}

/-- The Euclidean norm of a discretised spectrum or data vector. -/
def l2 {n : ℕ} (v : Fin n → ℝ) : ℝ := ‖WithLp.toLp 2 v‖

/-- The squared Euclidean norm is the sum of the squared components. -/
theorem l2_sq {n : ℕ} (v : Fin n → ℝ) : l2 v ^ 2 = ∑ i, v i ^ 2 := by
  rw [l2, EuclideanSpace.norm_sq_eq]
  simp [Real.norm_eq_abs, sq_abs]

/-- A matrix with entries bounded by `δ` maps a unit vector to one of norm at most `√(MN) δ`. -/
theorem l2_mulVec_le {E : Matrix (Fin M) (Fin N) ℝ} {δ : ℝ} (hδ : 0 ≤ δ)
    (hE : ∀ i j, |E i j| ≤ δ) {s : Fin N → ℝ} (hs : l2 s = 1) :
    l2 (E *ᵥ s) ≤ √((M : ℝ) * N) * δ := by
  have hrow : ∀ i, (E *ᵥ s) i ^ 2 ≤ N * δ ^ 2 := fun i => by
    calc (E *ᵥ s) i ^ 2 ≤ (∑ j, E i j ^ 2) * ∑ j, s j ^ 2 :=
          Finset.sum_mul_sq_le_sq_mul_sq Finset.univ (E i) s
      _ = ∑ j, E i j ^ 2 := by rw [← l2_sq, hs]; ring
      _ ≤ ∑ _j : Fin N, δ ^ 2 := Finset.sum_le_sum fun j _ =>
          sq_le_sq' (abs_le.1 (hE i j)).1 (abs_le.1 (hE i j)).2
      _ = N * δ ^ 2 := by simp
  have h : l2 (E *ᵥ s) ^ 2 ≤ (√((M : ℝ) * N) * δ) ^ 2 := by
    rw [l2_sq, mul_pow, Real.sq_sqrt (by positivity)]
    calc ∑ i, (E *ᵥ s) i ^ 2 ≤ ∑ _i : Fin M, (N : ℝ) * δ ^ 2 :=
          Finset.sum_le_sum fun i _ => hrow i
      _ = (M : ℝ) * N * δ ^ 2 := by simp [mul_assoc]
  exact (abs_le_of_sq_le_sq' h (by positivity)).2

end

end MatsubaraKernelCompression
```

Lean reports:

```
Main.lean:26:44: error: Tactic `rewrite` failed: Did not find an occurrence of the pattern
  l2 s
in the target expression
  l2 (E i) ^ 2 * ∑ j, s j ^ 2 = l2 (E i) ^ 2

M N : ℕ
E : Matrix (Fin M) (Fin N) ℝ
δ : ℝ
hδ : 0 ≤ δ
hE : ∀ (i : Fin M) (j : Fin N), |E i j| ≤ δ
s : Fin N → ℝ
hs : l2 s = 1
i : Fin M
⊢ l2 (E i) ^ 2 * ∑ j, s j ^ 2 = l2 (E i) ^ 2

Note: The target expression is not type-correct under the `implicit` transparency level, which may have triggered the failure. This is usually caused by unfolding of semireducible definitions in prior tactic steps. Use `set_option linter.tacticCheckInstances true` to investigate the source of the issue.
Full error:
  function expected
    E i
```

The repair, with which the file compiles:

```diff
@@ -24,5 +24,5 @@
     calc (E *ᵥ s) i ^ 2 ≤ (∑ j, E i j ^ 2) * ∑ j, s j ^ 2 :=
           Finset.sum_mul_sq_le_sq_mul_sq Finset.univ (E i) s
-      _ = ∑ j, E i j ^ 2 := by rw [← l2_sq, hs]; ring
+      _ = ∑ j, E i j ^ 2 := by rw [← l2_sq s, hs, one_pow, mul_one]
       _ ≤ ∑ _j : Fin N, δ ^ 2 := Finset.sum_le_sum fun j _ =>
           sq_le_sq' (abs_le.1 (hE i j)).1 (abs_le.1 (hE i j)).2
```

Cause. The failing step should use the norm of `s` to replace `∑ j, s j ^ 2` by 1. But `rw [← l2_sq]` does not say which vector is meant, and Lean matched the pattern with the sum over the row `E i`. It rewrote that sum on both sides as `l2 (E i) ^ 2` and left the sum over `s` as it was. The goal then contained no `l2 s`, so `rw [hs]` had nothing to rewrite.

The message also notes that the goal is not type-correct at the `implicit` transparency level. There `Matrix` is not unfolded to a function type, so `E` is not accepted as a function in the application `E i`. Lean offers this only as a possible cause; the missing `l2 s` is enough to explain the error.

Writing `← l2_sq s` fixes the vector, so the sum over `s` becomes `l2 s ^ 2` and `hs` turns it into `1 ^ 2`. Then `one_pow` and `mul_one` remove the factor, and the two sides agree. They replace `ring`, which the failed proof never reached; that part of the change is tidying.
